# Boltzmann reweighting of a Gaussian Marcus energy gap

Let the energy gap $X$ be Gaussian with mean $\lambda+\Delta G$ and variance $2\lambda kT$, where $\lambda,kT>0$. Then

$$\langle e^{-X/kT}\rangle=e^{-\Delta G/kT},$$

and reweighting the law of $X$ by $e^{-X/kT}$, with normalisation, gives a Gaussian of the same variance and mean $\Delta G-\lambda$.

Here $X$ is the product energy minus the reactant energy at a fixed nuclear configuration, sampled in the reactant state; $\lambda$ is the reorganization energy, $\Delta G$ the reaction free energy and $kT$ the thermal energy. For classical nuclei, the factor $e^{-X/kT}$ turns reactant Boltzmann weights into product weights, so the reweighted law is that of the gap in the product state. In simulations, the first formula is free-energy perturbation for a classical gap with exactly Gaussian statistics.

## Completing the square in the gap density

Write $p_{m,v}(x)=(2\pi v)^{-1/2}e^{-(x-m)^2/2v}$ for the Gaussian density with mean $m$ and variance $v>0$. For real $b$,

$$-bx-\frac{(x-m)^2}{2v}=-bm+\frac{b^2v}{2}-\frac{(x-(m-bv))^2}{2v},$$

and therefore

$$e^{-bx}p_{m,v}(x)=e^{-bm+b^2v/2}\,p_{m-bv,v}(x).$$

Integrating over $x$ gives $\langle e^{-bX}\rangle=e^{-bm+b^2v/2}$. Dividing by this average leaves $p_{m-bv,v}$: the mean moves by $-bv$ and the variance stays.

Now set $m=\lambda+\Delta G$, $v=2\lambda kT$ and $b=a/kT$ with $a$ real. The exponent of the average and the new mean are

$$-\frac{a(\lambda+\Delta G)}{kT}+\frac{a^2\lambda}{kT}=-\frac{a\,\Delta G+a(1-a)\lambda}{kT},\qquad \lambda+\Delta G-2a\lambda=\Delta G+(1-2a)\lambda.$$

At $a=1$ these are $-\Delta G/kT$ and $\Delta G-\lambda$, as claimed.

For example, in units with $kT=1$, take $\lambda=4$ and $\Delta G=-1$. The gap has mean $3$ and variance $8$, so the average is $e^{-3+8/2}=e=e^{-\Delta G}$, and the reweighted mean is $3-8=-5=\Delta G-\lambda$.

## The gap law as a measure on the energy axis

In Lean 4 with Mathlib:

```lean
import Mathlib

open MeasureTheory ProbabilityTheory
open scoped NNReal

namespace MarcusGapReweighting

noncomputable section
```

`gaussianReal` takes its variance as a nonnegative real, so $2\lambda kT$ is converted by `toNNReal`, which would replace a negative value by zero.

```lean
/-- The variance `2 lam kT` of the energy gap, for nonnegative `lam * kT`. -/
def gapVariance (lam kT : ℝ) : ℝ≥0 := (2 * lam * kT).toNNReal

/-- The law of the energy gap in the reactant state: a Gaussian with mean `lam + dG`
and variance `2 lam kT`, for nonnegative `lam * kT`. -/
def reactantGap (lam dG kT : ℝ) : Measure ℝ :=
  gaussianReal (lam + dG) (gapVariance lam kT)
```

The Gaussian shape and the link between variance and $\lambda$ enter through this definition. They stand for linear response of the surroundings and are not derived from a microscopic model.

```lean
/-- The free-energy curve `-kT log p(x)` of a Gaussian gap with mean `m` and
variance `v`, for nonzero `v`. -/
def freeEnergyCurve (kT m : ℝ) (v : ℝ≥0) (x : ℝ) : ℝ :=
  -kT * Real.log (gaussianPDFReal m v x)
```

The next lemma confirms that for positive parameters the conversion changes nothing.

```lean
/-- For positive reorganization energy and temperature the gap variance is nonzero
and equals `2 lam kT` as a real number. -/
theorem gapVariance_spec {lam kT : ℝ} (hl : 0 < lam) (hT : 0 < kT) :
    gapVariance lam kT ≠ 0 ∧ (gapVariance lam kT : ℝ) = 2 * lam * kT := by
  have h : 0 < 2 * lam * kT := by positivity
  exact ⟨(Real.toNNReal_pos.mpr h).ne', Real.coe_toNNReal _ h.le⟩
```

One could also take $X$ to be a function on a space of nuclear configurations and assume that its law is Gaussian. Reweighting would then produce a product ensemble of configurations, and its gap law would follow by an additional pushforward step. The formulas would be the same.

## Shifting a Gaussian by an exponential weight

The completed square comes first. In the proof, `hk` supplies $v\,v^{-1}=1$, and `linear_combination` checks the algebra of the exponents.

```lean
/-- A Gaussian density of nonzero variance `v` times the factor `exp(-b x)` is a constant
times the Gaussian density of the same variance with mean shifted by `-b v`. -/
theorem gaussian_density_reweight (m b : ℝ) {v : ℝ≥0} (hv : v ≠ 0) (x : ℝ) :
    Real.exp (-(b * x)) * gaussianPDFReal m v x =
      Real.exp (-(b * m) + b ^ 2 * v / 2) * gaussianPDFReal (m - b * v) v x := by
  have hk : (v : ℝ) * (v : ℝ)⁻¹ = 1 := mul_inv_cancel₀ (NNReal.coe_ne_zero.mpr hv)
  -- completing the square in the exponent
  have h : Real.exp (-(b * x)) * Real.exp (-(x - m) ^ 2 / (2 * v)) =
      Real.exp (-(b * m) + b ^ 2 * v / 2) *
        Real.exp (-(x - (m - b * v)) ^ 2 / (2 * v)) := by
    rw [← Real.exp_add, ← Real.exp_add]
    congr 1
    linear_combination (b * (x - m) + b ^ 2 * v / 2) * hk
  simp only [gaussianPDFReal]
  linear_combination (√(2 * Real.pi * v))⁻¹ * h
```

The average follows because the shifted density integrates to one. The case $v=0$, a point mass at $m$, is treated separately.

```lean
/-- The average of `exp(-b X)` over a Gaussian `X` with mean `m` and variance `v` is
`exp(-b m + b² v / 2)`. -/
theorem gaussian_exponential_average (m b : ℝ) (v : ℝ≥0) :
    ∫ x, Real.exp (-(b * x)) ∂(gaussianReal m v) =
      Real.exp (-(b * m) + b ^ 2 * v / 2) := by
  rcases eq_or_ne v 0 with rfl | hv
  · simp [gaussianReal_zero_var]
  · rw [integral_gaussianReal_eq_integral_smul hv]
    have h : (fun x => gaussianPDFReal m v x • Real.exp (-(b * x))) =
        fun x => Real.exp (-(b * m) + b ^ 2 * v / 2) *
          gaussianPDFReal (m - b * v) v x := by
      funext x
      rw [smul_eq_mul, mul_comm]
      exact gaussian_density_reweight m b hv x
    -- the shifted density is normalised
    rw [h, integral_const_mul, integral_gaussianPDFReal_eq_one _ hv, mul_one]
```

`Measure.tilted` multiplies a measure by the exponential of a given function and divides by the average of that exponential. The following theorem is thus an equality of measures, proved by comparing densities.

```lean
/-- Reweighting a Gaussian of nonzero variance `v` by `exp(-b x)` and normalising shifts
the mean by `-b v` and keeps the variance. -/
theorem gaussian_reweight (m b : ℝ) {v : ℝ≥0} (hv : v ≠ 0) :
    (gaussianReal m v).tilted (fun x => -(b * x)) = gaussianReal (m - b * v) v := by
  simp only [Measure.tilted, gaussian_exponential_average]
  have hg : Measurable (fun x : ℝ => ENNReal.ofReal
      (Real.exp (-(b * x)) / Real.exp (-(b * m) + b ^ 2 * v / 2))) := by fun_prop
  rw [gaussianReal_of_var_ne_zero m hv, gaussianReal_of_var_ne_zero (m - b * v) hv,
    ← withDensity_mul _ (measurable_gaussianPDF m v) hg]
  -- the two measures have the same density
  congr 1
  funext x
  simp only [Pi.mul_apply, gaussianPDF]
  rw [← ENNReal.ofReal_mul (gaussianPDFReal_nonneg m v x)]
  congr 1
  rw [← mul_div_assoc, div_eq_iff (Real.exp_pos _).ne']
  linear_combination gaussian_density_reweight m b hv x
```

## Partial and full reweighting in Marcus variables

With $b=a/kT$ inserted, only the cancellation of $kT$ remains.

```lean
/-- For `lam, kT > 0` and any real `a`, the reactant average of `exp(-a X/kT)` is
`exp(-(a dG + a (1 - a) lam)/kT)`, and reweighting by this factor and normalising gives a Gaussian
of equal variance and mean `dG + (1 - 2 a) lam`. -/
theorem partial_reweighting {lam kT : ℝ} (dG a : ℝ) (hl : 0 < lam) (hT : 0 < kT) :
    ∫ x, Real.exp (-(a / kT * x)) ∂(reactantGap lam dG kT) =
        Real.exp (-(a * dG + a * (1 - a) * lam) / kT) ∧
      (reactantGap lam dG kT).tilted (fun x => -(a / kT * x)) =
        gaussianReal (dG + (1 - 2 * a) * lam) (gapVariance lam kT) := by
  obtain ⟨hv, hc⟩ := gapVariance_spec hl hT
  have hk : kT⁻¹ * kT = 1 := inv_mul_cancel₀ hT.ne'
  constructor
  · rw [reactantGap, gaussian_exponential_average, hc]
    congr 1
    linear_combination (a ^ 2 * lam * kT⁻¹) * hk
  · rw [reactantGap, gaussian_reweight _ _ hv, hc]
    congr 1
    linear_combination (-2 * a * lam) * hk
```

The main theorem is the case $a=1$; its proof rewrites $-x/kT$ as $-(1/kT)\,x$ and simplifies.

```lean
/-- For `lam, kT > 0` and a Gaussian gap `X` with mean `lam + dG` and variance `2 lam kT`, the
average of `exp(-X/kT)` is `exp(-dG/kT)`, and reweighting by this factor and normalising gives a
Gaussian of equal variance and mean `dG - lam`. -/
theorem marcus_gap_reweighting {lam kT : ℝ} (dG : ℝ) (hl : 0 < lam) (hT : 0 < kT) :
    ∫ x, Real.exp (-x / kT) ∂(reactantGap lam dG kT) = Real.exp (-dG / kT) ∧
      (reactantGap lam dG kT).tilted (fun x => -x / kT) =
        gaussianReal (dG - lam) (gapVariance lam kT) := by
  -- full reweighting is the case a = 1
  obtain ⟨h1, h2⟩ := partial_reweighting dG 1 hl hT
  have hf : (fun x : ℝ => Real.exp (-x / kT)) = fun x => Real.exp (-(1 / kT * x)) := by
    funext x
    congr 1
    ring
  have hg : (fun x : ℝ => -x / kT) = fun x => -(1 / kT * x) := by
    funext x
    ring
  constructor
  · rw [hf, h1]
    congr 1
    ring
  · rw [hg, h2]
    congr 1
    ring
```

## The variance condition and the vertical gap between the curves

For a Gaussian gap of any mean $m$ and variance $v$, equating exponents in the average formula gives

$$-\frac{m}{kT}+\frac{v}{2(kT)^2}=-\frac{\Delta G}{kT}\iff v=2(m-\Delta G)kT.$$

For classical nuclei the average of $e^{-X/kT}$ is $e^{-\Delta G/kT}$, so the mean of a Gaussian gap and the reaction free energy fix its variance. The proof uses injectivity of the exponential, then algebra in each direction.

```lean
/-- For `kT > 0`, a Gaussian gap with mean `m` and variance `v` has exponential average
`exp(-dG/kT)` if and only if `v = 2 (m - dG) kT`. -/
theorem exponential_average_iff_variance {kT : ℝ} (m dG : ℝ) (v : ℝ≥0) (hT : 0 < kT) :
    ∫ x, Real.exp (-x / kT) ∂(gaussianReal m v) = Real.exp (-dG / kT) ↔
      (v : ℝ) = 2 * (m - dG) * kT := by
  have hk : kT⁻¹ * kT = 1 := inv_mul_cancel₀ hT.ne'
  have hf : (fun x : ℝ => Real.exp (-x / kT)) = fun x => Real.exp (-(kT⁻¹ * x)) := by
    funext x
    congr 1
    ring
  rw [hf, gaussian_exponential_average, Real.exp_eq_exp, div_eq_mul_inv]
  constructor
  · intro h
    linear_combination 2 * kT ^ 2 * h -
      (v * (kT⁻¹ * kT + 1) - 2 * kT * (m - dG)) * hk
  · intro h
    linear_combination (kT⁻¹ ^ 2 / 2) * h + kT⁻¹ * (m - dG) * hk
```

Finally, let $F_R$ and $F_P$ be $-kT\log p(x)$ for the reactant and product gap densities. Taking $-kT\log$ of $e^{-x/kT}p_R(x)=e^{-\Delta G/kT}p_P(x)$ gives

$$x+F_R(x)=\Delta G+F_P(x).$$

The product curve, offset by $\Delta G$, thus lies above the reactant curve by $x$, and the two cross at $x=0$. The proof takes logarithms of the density relation, which is allowed because both densities are positive.

```lean
/-- For `lam, kT > 0` and two Gaussian gaps of variance `2 lam kT`, the free-energy curve for mean
`dG - lam`, offset by `dG`, minus the curve for mean `lam + dG` equals `x` at the gap value `x`. -/
theorem free_energy_curves_gap {lam kT : ℝ} (dG x : ℝ) (hl : 0 < lam) (hT : 0 < kT) :
    (dG + freeEnergyCurve kT (dG - lam) (gapVariance lam kT) x) -
      freeEnergyCurve kT (lam + dG) (gapVariance lam kT) x = x := by
  obtain ⟨hv, hc⟩ := gapVariance_spec hl hT
  have hk : kT⁻¹ * kT = 1 := inv_mul_cancel₀ hT.ne'
  have hm : lam + dG - kT⁻¹ * (2 * lam * kT) = dG - lam := by
    linear_combination (-2 * lam) * hk
  have h := gaussian_density_reweight (lam + dG) kT⁻¹ hv x
  rw [hc, hm] at h
  -- take logarithms of the relation between the two densities
  have hlog := congrArg Real.log h
  rw [Real.log_mul (Real.exp_pos _).ne' (gaussianPDFReal_pos _ _ _ hv).ne',
    Real.log_mul (Real.exp_pos _).ne' (gaussianPDFReal_pos _ _ _ hv).ne',
    Real.log_exp, Real.log_exp] at hlog
  simp only [freeEnergyCurve]
  linear_combination kT * hlog + (x - dG + kT⁻¹ * kT * lam) * hk

end

end MarcusGapReweighting
```

```lean
#print axioms MarcusGapReweighting.marcus_gap_reweighting
-- 'MarcusGapReweighting.marcus_gap_reweighting' depends on axioms: [propext, Classical.choice, Quot.sound]
#print axioms MarcusGapReweighting.exponential_average_iff_variance
-- 'MarcusGapReweighting.exponential_average_iff_variance' depends on axioms: [propext, Classical.choice, Quot.sound]
#print axioms MarcusGapReweighting.free_energy_curves_gap
-- 'MarcusGapReweighting.free_energy_curves_gap' depends on axioms: [propext, Classical.choice, Quot.sound]
```
